# The mass-weighted mean displacement is the unique best rigid shift in mass-weighted least squares, and removing it commutes with mass-preserving symmetry operations

## A drifting origin looks like a distortion

Compare a distorted structure with its high-symmetry parent, atom by atom, when the origin of one of them has drifted. Every displacement then contains the same spurious vector. A structure that hasn't distorted at all shows a nonzero pattern, and the size of a polar distortion, read off from the raw displacements, includes a rigid translation that costs no energy. If that size were used as the amplitude in a Landau expansion, the numbers would depend on where the origin was put.

Some shift has to be subtracted, and a careless choice causes a second problem. If one chosen atom is pinned to zero displacement, the remaining pattern depends on which atom was chosen. A symmetry operation that carries this atom to another site will in general not carry the cleaned pattern of the original structure to the cleaned pattern of the transformed one. Symmetry labels attached to the result are then unreliable.

Subtracting the mass-weighted mean displacement avoids both problems for a finite set of atoms, provided that the symmetry operation exchanges only atoms of equal mass.

## The best shift and its symmetry

Let the atoms be labelled by $i$ in a finite nonempty set, with masses $m_i>0$ and displacements $u_i$ in a real inner-product space $V$. Write $M=\sum_i m_i$ for the total mass, and define

$$t=\frac1M\sum_i m_i u_i,\qquad C(s)=\sum_i m_i\|u_i-s\|^2,\qquad r_i=u_i-t .$$

Here $t$ is the mass-weighted mean, $C(s)$ is the weighted squared size of what is left after a shift $s\in V$ is subtracted, and $r$ is the residual pattern.

A symmetry operation consists of a permutation $\sigma$ of the atoms and a linear isometry $g$ of $V$. It sends the pattern $u$ to the pattern $Tu$ with

$$(Tu)_i=g\,u_{\sigma^{-1}(i)} .$$

The result has three parts:

1. $C(t)<C(s)$ for every $s\neq t$, so $t$ is the only minimizer.
2. $\sum_i m_i\langle r_i,a\rangle=0$ for every $a\in V$: the residual is mass-orthogonal to all rigid translations.
3. If $m_{\sigma(i)}=m_i$ for all $i$, then the cost of $Tu$ at $gs$ equals the cost of $u$ at $s$, and the residual of $Tu$ is $T$ applied to the residual of $u$.

In practice this concerns the comparison of relaxed structures from electronic-structure calculations. Removing the shift changes the size of the displacement pattern. It doesn't change a mass-weighted projection onto a mode that is itself mass-orthogonal to translations, such as an optical phonon at zero wavevector. For modes normalised without masses, the choice $m_i=1$ for all atoms gives the ordinary mean, and the same theorem applies. The theorem covers a finite list of matched atoms and removes translations only.

## How the Lean statement encodes the physics

The atoms form a finite type `ι`, and a displacement pattern is a function `ι → V`. The mean $t$ is `massMean m u`, the cost $C(s)$ is `shiftCost m u s`, the residual $r$ is `removeShift m u`, and $Tu$ is `transform σ g u`. The weighted inner product of two patterns is `massInner`, and a rigid translation by `a` is the constant pattern `fun _ => a`.

The main theorem, `origin_shift_removal`, assumes `Nonempty ι` and `hm : ∀ i, 0 < m i`. Its conclusion joins the three parts above. The mass condition `∀ i, m (σ i) = m i` appears only in the third, because the first two involve no symmetry operation. It stands for the physical requirement that an operation carries each atom to a site occupied by an atom of the same mass, as happens when it exchanges atoms of one isotope.

The convention in `transform` is active: atom `i` receives the displacement that atom `σ.symm i` had, turned by `g`. The type `V →ₗᵢ[ℝ] V` contains linear norm-preserving maps. In three dimensions these are the proper and improper rotations. The translational part of a space-group operation doesn't change a displacement vector; it enters only through the permutation $\sigma$ of the atoms.

Several things are left to the user of the theorem:

- The displacements are given. Matching atoms between two structures, and choosing periodic images in a crystal, must be done beforehand.
- Nothing ties $\sigma$ to $g$. In an application both come from one operation of the parent structure, but the theorem holds for any pair that satisfies the mass condition.
- Rigid rotations of a molecule are not removed.

## Completing the square about the mean

The weighted sum of the residuals vanishes:

$$\sum_i m_i r_i=\sum_i m_i u_i-Mt=0 .$$

Taking the inner product with any $a\in V$ gives the orthogonality,

$$\sum_i m_i\langle r_i,a\rangle=\Big\langle\sum_i m_i r_i,\,a\Big\rangle=0 .$$

For the cost, write $u_i-s=r_i+(t-s)$ and expand the square:

$$C(s)=\sum_i m_i\|r_i\|^2+2\sum_i m_i\langle r_i,t-s\rangle+M\|t-s\|^2 .$$

The first term is $C(t)$. The middle term is zero by orthogonality with $a=t-s$. Hence

$$C(s)=C(t)+M\|t-s\|^2 ,$$

and since $M>0$, every $s\neq t$ costs strictly more than $t$.

The residual also doesn't depend on the origin. If a drift adds the same vector $c$ to every $u_i$, the mean becomes $t+c$, and $(u_i+c)-(t+c)=r_i$ as before. This short step is not stated separately in the Lean file.

Orthogonality also singles out $t$ by itself. Suppose that $u_i-s$ is mass-orthogonal to all translations, and let $w=\sum_i m_i(u_i-s)$. Then $\langle w,a\rangle=0$ for every $a$. The choice $a=w$ gives $\|w\|^2=0$, so $\sum_i m_iu_i=Ms$ and $s=t$.

## Relabelling atoms of equal mass

Substitute $i=\sigma(j)$ in the weighted sum of the transformed pattern, and use $m_{\sigma(j)}=m_j$:

$$\sum_i m_i\,g\,u_{\sigma^{-1}(i)}=\sum_j m_{\sigma(j)}\,g\,u_j=\sum_j m_j\,g\,u_j=g\sum_j m_ju_j .$$

Division by $M$ shows that the mean of $Tu$ is $gt$. The residual of $Tu$ on atom $i$ is therefore

$$g\,u_{\sigma^{-1}(i)}-g\,t=g\,r_{\sigma^{-1}(i)}=(Tr)_i ,$$

which is the commutation. The same relabelling, with $\|gx\|=\|x\|$, gives the invariance of the cost:

$$\sum_i m_i\|g\,u_{\sigma^{-1}(i)}-g\,s\|^2=\sum_i m_i\|u_{\sigma^{-1}(i)}-s\|^2=\sum_j m_j\|u_j-s\|^2 .$$

## Three atoms on a line, and two that fail

Take atoms 0, 1, 2 with masses $1,2,1$ and displacements $0,1,6$ along a line. Then $M=4$ and $t=(0+2+6)/4=2$. The residuals are $-2,-1,4$, and their weighted sum is $-2-2+4=0$. The cost at the mean is $4+2+16=22$. Without any shift it is $0+2+36=38$, which is $22+4\cdot2^2$ as the expansion requires.

Now apply inversion: exchange atoms 0 and 2, and reverse all displacements. The new pattern is $-6,-1,0$, with mean $-2$ and residuals $-4,1,2$. Transforming the old residuals $-2,-1,4$ gives the same three numbers.

With unequal masses this can fail. Give atoms 0 and 1 the masses $1$ and $3$ and the displacements $0$ and $4$. The mean is $3$ and the residuals are $-3,1$; exchanging them gives $1,-3$. If the displacements are exchanged first, the pattern is $4,0$, its mean is $1$, and the residuals are $3,-1$. The two orders disagree. The theorem `unequal_mass_swap_not_commute` records this case.

## Shift removal as an orthogonal projection

The statement could also be modelled in the space of all patterns, equipped with the weighted inner product. Shift removal is then the orthogonal projection onto the complement of the rigid translations, and the minimum property follows from the general theory of projections.

This version would need positive masses from the start, because otherwise the weighted form is not an inner product. The commutation would follow from the fact that $T$ preserves the weighted product and maps the space of translations onto itself. The word "onto" requires $g$ to be surjective, which is automatic in finite dimension but not in general. The explicit mean used here makes no such demand on $g$, and its formulas can be evaluated directly.

## The complete Lean file

```lean
import Mathlib

open Finset

namespace OriginShiftRemoval

noncomputable section

variable {ι V : Type*} [Fintype ι] [NormedAddCommGroup V] [InnerProductSpace ℝ V]

/-- The mass-weighted mean displacement of the atoms. -/
def massMean (m : ι → ℝ) (u : ι → V) : V :=
  (∑ i, m i)⁻¹ • ∑ i, m i • u i

/-- The mass-weighted squared size of the displacements left after a rigid shift `s`
is subtracted. -/
def shiftCost (m : ι → ℝ) (u : ι → V) (s : V) : ℝ :=
  ∑ i, m i * ‖u i - s‖ ^ 2

/-- The mass-weighted inner product of two displacement patterns. -/
def massInner (m : ι → ℝ) (u v : ι → V) : ℝ :=
  ∑ i, m i * inner ℝ (u i) (v i)

/-- The displacement pattern with its mass-weighted mean subtracted from every atom. -/
def removeShift (m : ι → ℝ) (u : ι → V) (i : ι) : V :=
  u i - massMean m u

/-- A symmetry operation on displacement patterns: atom `i` receives the displacement of
atom `σ⁻¹ i`, transformed by the linear isometry `g`. -/
def transform (σ : Equiv.Perm ι) (g : V →ₗᵢ[ℝ] V) (u : ι → V) (i : ι) : V :=
  g (u (σ.symm i))

/-- The mass-weighted inner product of a pattern with a rigid translation `a` is the inner
product of its mass-weighted sum with `a`. -/
theorem massInner_translation (m : ι → ℝ) (v : ι → V) (a : V) :
    massInner m v (fun _ => a) = inner ℝ (∑ i, m i • v i) a := by
  simp only [massInner, sum_inner, real_inner_smul_left]

/-- The residual pattern is mass-orthogonal to every rigid translation. -/
theorem removeShift_orthogonal {m : ι → ℝ} (hM : ∑ i, m i ≠ 0) (u : ι → V) (a : V) :
    massInner m (removeShift m u) (fun _ => a) = 0 := by
  -- the mass-weighted sum of the residuals vanishes
  have h : ∑ i, m i • removeShift m u i = 0 := by
    simp only [removeShift, smul_sub, Finset.sum_sub_distrib, ← Finset.sum_smul]
    rw [massMean, smul_inv_smul₀ hM, sub_self]
  rw [massInner_translation, h, inner_zero_left]

/-- The cost of a shift `s` is the cost of the mass-weighted mean plus the total mass times
the squared distance between the two. -/
theorem shiftCost_eq {m : ι → ℝ} (hM : ∑ i, m i ≠ 0) (u : ι → V) (s : V) :
    shiftCost m u s =
      shiftCost m u (massMean m u) + (∑ i, m i) * ‖massMean m u - s‖ ^ 2 := by
  -- the cross term is the overlap of the residual with a translation
  have h : ∑ i, m i * inner ℝ (u i - massMean m u) (massMean m u - s) = 0 :=
    removeShift_orthogonal hM u (massMean m u - s)
  have each : ∀ i, m i * ‖u i - s‖ ^ 2 =
      m i * ‖u i - massMean m u‖ ^ 2
        + 2 * (m i * inner ℝ (u i - massMean m u) (massMean m u - s))
        + m i * ‖massMean m u - s‖ ^ 2 := by
    intro i
    have hs : u i - s = (u i - massMean m u) + (massMean m u - s) := by abel
    rw [hs, norm_add_sq_real]
    ring
  calc shiftCost m u s
      = ∑ i, (m i * ‖u i - massMean m u‖ ^ 2
        + 2 * (m i * inner ℝ (u i - massMean m u) (massMean m u - s))
        + m i * ‖massMean m u - s‖ ^ 2) := Finset.sum_congr rfl fun i _ => each i
    _ = shiftCost m u (massMean m u) + (∑ i, m i) * ‖massMean m u - s‖ ^ 2 := by
        rw [Finset.sum_add_distrib, Finset.sum_add_distrib, ← Finset.mul_sum,
          ← Finset.sum_mul, h, mul_zero, add_zero]
        rfl

/-- Subtracting a shift `s` leaves a pattern mass-orthogonal to all rigid translations exactly
when `s` is the mass-weighted mean. -/
theorem orthogonal_iff_eq_massMean {m : ι → ℝ} (hM : ∑ i, m i ≠ 0) (u : ι → V) (s : V) :
    (∀ a : V, massInner m (fun i => u i - s) (fun _ => a) = 0) ↔ s = massMean m u := by
  constructor
  · intro h
    -- test against the translation along the mass-weighted sum itself
    have h1 := h (∑ i, m i • (u i - s))
    rw [massInner_translation] at h1
    have h0 : ∑ i, m i • (u i - s) = 0 := inner_self_eq_zero.mp h1
    simp only [smul_sub, Finset.sum_sub_distrib, ← Finset.sum_smul] at h0
    rw [massMean, sub_eq_zero.mp h0, inv_smul_smul₀ hM]
  · rintro rfl
    exact removeShift_orthogonal hM u

/-- Under a mass-preserving symmetry operation the mass-weighted mean transforms by the
isometry alone. -/
theorem massMean_transform {m : ι → ℝ} {σ : Equiv.Perm ι} (hσ : ∀ i, m (σ i) = m i)
    (g : V →ₗᵢ[ℝ] V) (u : ι → V) :
    massMean m (transform σ g u) = g (massMean m u) := by
  -- relabel the atoms in the mass-weighted sum
  have h : ∑ i, m i • g (u (σ.symm i)) = ∑ i, m i • g (u i) :=
    (Equiv.sum_comp σ (fun i => m i • g (u (σ.symm i)))).symm.trans (by simp [hσ])
  simp only [massMean, transform, h, map_smul, map_sum]

/-- The cost is unchanged when a mass-preserving symmetry operation acts on the pattern and
its isometry acts on the shift. -/
theorem shiftCost_transform {m : ι → ℝ} {σ : Equiv.Perm ι} (hσ : ∀ i, m (σ i) = m i)
    (g : V →ₗᵢ[ℝ] V) (u : ι → V) (s : V) :
    shiftCost m (transform σ g u) (g s) = shiftCost m u s := by
  simp only [shiftCost, transform, ← map_sub, LinearIsometry.norm_map]
  exact (Equiv.sum_comp σ (fun i => m i * ‖u (σ.symm i) - s‖ ^ 2)).symm.trans
    (by simp [hσ])

/-- For positive masses, the mass-weighted mean is the unique shift of least cost, and the residual
is mass-orthogonal to all rigid translations. Every mass-preserving permutation combined with a
linear isometry commutes with removal of the shift, and it preserves the cost when the isometry also
acts on the shift. -/
theorem origin_shift_removal [Nonempty ι] {m : ι → ℝ} (hm : ∀ i, 0 < m i) (u : ι → V) :
    (∀ s, s ≠ massMean m u → shiftCost m u (massMean m u) < shiftCost m u s) ∧
    (∀ a : V, massInner m (removeShift m u) (fun _ => a) = 0) ∧
    (∀ (σ : Equiv.Perm ι) (g : V →ₗᵢ[ℝ] V), (∀ i, m (σ i) = m i) →
      (∀ s, shiftCost m (transform σ g u) (g s) = shiftCost m u s) ∧
      removeShift m (transform σ g u) = transform σ g (removeShift m u)) := by
  have hM : 0 < ∑ i, m i := Finset.sum_pos (fun i _ => hm i) Finset.univ_nonempty
  refine ⟨fun s hs => ?_, removeShift_orthogonal hM.ne' u, fun σ g hσ =>
    ⟨shiftCost_transform hσ g u, ?_⟩⟩
  · -- any other shift pays a strictly positive extra cost
    have hd : 0 < ‖massMean m u - s‖ := norm_pos_iff.mpr (sub_ne_zero.mpr hs.symm)
    have hp := mul_pos hM (pow_pos hd 2)
    rw [shiftCost_eq hM.ne' u s]
    linarith
  · -- the mean and the pattern transform together
    funext i
    change g (u (σ.symm i)) - massMean m (transform σ g u)
      = g (u (σ.symm i) - massMean m u)
    rw [massMean_transform hσ, map_sub]

/-- For two atoms of masses 1 and 3 on a line with displacements 0 and 4, exchanging the atoms
does not commute with removal of the shift. -/
theorem unequal_mass_swap_not_commute :
    removeShift (![1, 3] : Fin 2 → ℝ)
        (transform (Equiv.swap 0 1) LinearIsometry.id (![0, 4] : Fin 2 → ℝ)) ≠
      transform (Equiv.swap 0 1) LinearIsometry.id
        (removeShift (![1, 3] : Fin 2 → ℝ) (![0, 4] : Fin 2 → ℝ)) := by
  intro h
  -- compare the residuals on the first atom: 3 on the left, 1 on the right
  have h0 := congrFun h 0
  norm_num [removeShift, massMean, transform, Fin.sum_univ_two] at h0

end

end OriginShiftRemoval
```

```lean
#print axioms OriginShiftRemoval.orthogonal_iff_eq_massMean
#print axioms OriginShiftRemoval.origin_shift_removal
#print axioms OriginShiftRemoval.unequal_mass_swap_not_commute
```

```
'OriginShiftRemoval.orthogonal_iff_eq_massMean' depends on axioms: [propext, Classical.choice, Quot.sound]
'OriginShiftRemoval.origin_shift_removal' depends on axioms: [propext, Classical.choice, Quot.sound]
'OriginShiftRemoval.unequal_mass_swap_not_commute' depends on axioms: [propext, Classical.choice, Quot.sound]
```

## From the expansion to the tactics

`massInner_translation` moves the sum inside the inner product, so that overlap with a translation becomes a statement about one vector, the weighted sum of the pattern. `removeShift_orthogonal` then shows that this vector vanishes for the residual. The rewrite with `smul_inv_smul₀ hM` is the cancellation $M\cdot M^{-1}=1$ in $Mt=\sum_i m_iu_i$. Only a nonzero total mass is needed at this point; positivity enters later.

`shiftCost_eq` is the completed square. Its step `h` is the vanishing cross term, obtained from the previous lemma with the translation `massMean m u - s`. The step `each` expands the square for a single atom through `norm_add_sq_real`. The `calc` block sums over the atoms, pulls out the constant factors and deletes the cross term.

`orthogonal_iff_eq_massMean` contains the converse. It applies the hypothesis to the weighted sum itself, and `inner_self_eq_zero` turns the zero inner product into a zero vector. The other direction is the orthogonality already proved.

The symmetry lemmas `massMean_transform` and `shiftCost_transform` both rest on `Equiv.sum_comp σ`, which is the substitution $i=\sigma(j)$. The `simp [hσ]` that follows replaces $m_{\sigma(j)}$ by $m_j$ and cancels $\sigma^{-1}$ against $\sigma$. For the mean, linearity then identifies the sum of the transformed terms with $g$ applied to the original sum. For the cost, the relabelling comes last: before it, linearity collects the difference under $g$, and `LinearIsometry.norm_map` removes $g$ from the norm.

The main theorem first derives $M>0$ from the positive masses and the presence of at least one atom. For the strict minimum, `hd` states that $\|t-s\|>0$ when $s\ne t$, `hp` multiplies its square by $M$, and `linarith` compares the two costs after the rewrite with `shiftCost_eq`. For the commutation, `funext i` reduces the equality of patterns to one atom, where the transformed mean and the linearity of `g` finish the argument.

The counterexample assumes that the two patterns are equal and evaluates both on atom 0. `norm_num` computes $3$ on one side and $1$ on the other, which is the contradiction.
